# Among the combinations of k + 1 orthonormal states, a nonzero one is orthogonal to any k given vectors

In a real state space with an orthonormal basis of n vectors, take any k vectors with k < n; they need not be normalised, orthogonal or independent. The lemma says that some nonzero vector x has zero overlap with all k of them and also with every basis vector after the first k + 1, so x lies in the span of those first k + 1. Nothing is said about the norm of x except that it is not zero. The proof writes x as a combination of the first k + 1 basis vectors, so that orthogonality to the given vectors becomes k homogeneous linear equations in k + 1 coefficients. A dimension count gives a nonzero solution, and orthonormality of the basis then shows that x itself is nonzero.

The first attempt, which Lean rejects:

```lean
import Mathlib

open scoped InnerProductSpace

namespace ExistsUnseenVector

variable {V : Type*} [NormedAddCommGroup V] [InnerProductSpace ℝ V]
variable {n k : ℕ}

/-- For any `k < n` given core vectors, some nonzero combination of the first `k + 1` vectors of an
orthonormal basis is orthogonal to all of them. -/
theorem exists_unseen_vector (b : OrthonormalBasis (Fin n) ℝ V) (c : Fin k → V)
    (hk : k < n) : ∃ x : V, x ≠ 0 ∧ (∀ i, ⟪c i, x⟫_ℝ = 0) ∧
      ∀ j : Fin n, k < j.1 → ⟪b j, x⟫_ℝ = 0 := by
  let e : Fin (k + 1) → Fin n := fun j => ⟨j.1, Nat.lt_of_lt_of_le j.2 hk⟩
  have he : Function.Injective e := fun i j h => Fin.ext (congrArg Fin.val h)
  let M : Matrix (Fin k) (Fin (k + 1)) ℝ := Matrix.of fun i j => ⟪c i, b (e j)⟫_ℝ
  -- k linear conditions on k + 1 coefficients have a nonzero solution
  have hex : ∃ a : Fin (k + 1) → ℝ, a ≠ 0 ∧ M.mulVec a = 0 := by
    by_contra hno
    have hinj : Function.Injective M.mulVecLin := by
      rw [← LinearMap.ker_eq_bot, LinearMap.ker_eq_bot']
      intro a ha
      by_contra h0
      exact hno ⟨a, h0, ha⟩
    have hdim := LinearMap.finrank_le_finrank_of_injective hinj
    rw [Module.finrank_fin_fun, Module.finrank_fin_fun] at hdim
    omega
  obtain ⟨a, ha0, ha⟩ := hex
  refine ⟨∑ j, a j • b (e j), fun hx => ha0 ?_, fun i => ?_, fun j hj => ?_⟩
  · funext j
    have h := (b.orthonormal.comp e he).inner_right_fintype a j
    simp only [Function.comp_apply] at h
    rw [hx, inner_zero_right] at h
    exact h.symm
  · have h : ∑ j, ⟪c i, b (e j)⟫_ℝ * a j = 0 := congrFun ha i
    simp only [inner_sum, real_inner_smul_right]
    exact (Finset.sum_congr rfl fun j _ => mul_comm _ _).trans h
  · simp only [inner_sum, real_inner_smul_right]
    refine Finset.sum_eq_zero fun i _ => ?_
    have hne : j ≠ e i := by
      intro h
      have h' : j.1 = i.1 := congrArg Fin.val h
      have := i.2
      omega
    rw [b.orthonormal.2 hne, mul_zero]

end ExistsUnseenVector
```

Messages:

```
Main.lean:16:75: error: Application type mismatch: The argument
  h
has type
  e i = e j
but is expected to have type
  i = j
in the application
  congrArg Fin.val h
```

What went wrong. The error is in the proof that `e`, which sends an index in `Fin (k + 1)` to the same number in `Fin n`, is injective. The goal is `i = j`, so `Fin.ext` asks for an equality between the values of `i` and `j`. Lean used that expected type to elaborate `congrArg Fin.val h`, and took the two arguments of `Fin.val` to be `i` and `j` themselves. It therefore wanted `h` to be a proof of `i = j`, but `h` proves `e i = e j`, an equality in `Fin n`.

The repair states `hval` first, with no expected type, so `congrArg` takes its arguments from `h` and gives an equality between the values of `e i` and `e j`. By the definition of `e` these values are those of `i` and `j`, so `Fin.ext hval` is accepted. The added word "homogeneous" in the comment is mere tidying.

The change, after which it compiles:

```diff
@@ -14,7 +14,10 @@
       ∀ j : Fin n, k < j.1 → ⟪b j, x⟫_ℝ = 0 := by
   let e : Fin (k + 1) → Fin n := fun j => ⟨j.1, Nat.lt_of_lt_of_le j.2 hk⟩
-  have he : Function.Injective e := fun i j h => Fin.ext (congrArg Fin.val h)
+  have he : Function.Injective e := by
+    intro i j h
+    have hval := congrArg Fin.val h
+    exact Fin.ext hval
   let M : Matrix (Fin k) (Fin (k + 1)) ℝ := Matrix.of fun i j => ⟪c i, b (e j)⟫_ℝ
-  -- k linear conditions on k + 1 coefficients have a nonzero solution
+  -- k homogeneous linear conditions on k + 1 coefficients have a nonzero solution
   have hex : ∃ a : Fin (k + 1) → ℝ, a ≠ 0 ∧ M.mulVec a = 0 := by
     by_contra hno
```
